# Gaussian dephasing at non-negative times preserves positivity and trace

Let a quantum system have finitely many levels $a$, each carrying a vector $z_a$ in a finite-dimensional real inner-product space. For $t\ge 0$, the dephasing map

$$(\mathcal D_t\rho)_{ab}=\exp(-t\|z_a-z_b\|^2)\,\rho_{ab}$$

sends every positive semidefinite matrix $\rho$ to a positive semidefinite matrix with the same trace. Density matrices therefore stay density matrices, so, apart from rounding errors, this map never introduces negative probabilities into a simulation of spin dephasing; the model has pure dephasing only, with no transfer of population.

## Levels, noise vectors and the generator

The components of $z_a$ are the couplings of level $a$ to independent noise fields. If the fields are Gaussian white noise with zero mean and correlation $2\delta(t-t')$, and $\hbar=1$, the random phase between $a$ and $b$ has variance $2t\|z_a-z_b\|^2$, and averaging over it gives the factor above. That a real sample sees such noise is a physical assumption. In the name of the map, "Gaussian" refers to the dependence on the distance between vectors; the decay in time is exponential, unlike the $\exp(-\text{const}\cdot t^2)$ decay that often bears this name in magnetic resonance.

In the code, `ι` labels the levels, `E` is the space of the vectors, and `dephase z t ρ` is $\mathcal D_t\rho$.

```lean
import Mathlib

open Matrix Filter Topology
open scoped ComplexOrder

namespace GaussianDephasing

noncomputable section

variable {ι κ E : Type*} [Fintype ι] [Fintype κ]
  [NormedAddCommGroup E] [InnerProductSpace ℝ E]

/-- Gaussian dephasing for a time `t`: the coherence between levels `a` and `b` is multiplied
by `exp (-t ‖z a - z b‖²)`. -/
def dephase {ι : Type*} (z : ι → E) (t : ℝ) (ρ : Matrix ι ι ℂ) : Matrix ι ι ℂ :=
  Matrix.of fun a b => ((Real.exp (-t * ‖z a - z b‖ ^ 2) : ℝ) : ℂ) * ρ a b
```

For an orthonormal basis $e_k$ of `E`, indexed by `κ`, the jump operator $L_k$ is diagonal with entries $\langle e_k,z_a\rangle$.

```lean
/-- The diagonal jump operator that holds the component of each level's vector `z a` along the
basis vector `e k`. -/
def jump [DecidableEq ι] (e : OrthonormalBasis κ ℝ E) (z : ι → E) (k : κ) : Matrix ι ι ℂ :=
  Matrix.diagonal fun a => ((inner ℝ (e k) (z a) : ℝ) : ℂ)
```

The generator is $\mathcal L\rho=\sum_k(2L_k\rho L_k-L_kL_k\rho-\rho L_kL_k)$. In the common normalisation $L\rho L^\dagger-\tfrac12\{L^\dagger L,\rho\}$, the jump operators would be $\sqrt2\,L_k$. There is no Hamiltonian term.

```lean
/-- The Lindblad generator `∑ₖ (2 Lₖ ρ Lₖ - Lₖ Lₖ ρ - ρ Lₖ Lₖ)` with the diagonal jump
operators `Lₖ`. -/
def dephasingGenerator [DecidableEq ι] (e : OrthonormalBasis κ ℝ E) (z : ι → E)
    (ρ : Matrix ι ι ℂ) : Matrix ι ι ℂ :=
  ∑ k, ((2 : ℂ) • (jump e z k * ρ * jump e z k) - jump e z k * (jump e z k * ρ)
    - ρ * jump e z k * jump e z k)
```

## (a) The decay rate of a coherence

**Task.** Show that the generator acts on each entry separately:
$$(\mathcal L\rho)_{ab}=-\|z_a-z_b\|^2\rho_{ab}.$$

**Solution.** Since $L_k$ is diagonal, term $k$ contributes
$$\bigl(2\langle e_k,z_a\rangle\langle e_k,z_b\rangle-\langle e_k,z_a\rangle^2-\langle e_k,z_b\rangle^2\bigr)\rho_{ab}=-\langle e_k,z_a-z_b\rangle^2\rho_{ab}.$$
Summing over $k$ gives the squared norm by Parseval's identity.

In the proof, `hs` is Parseval's identity, `simp only` evaluates the diagonal products, and the last `ring` completes the square for each $k$.

```lean
/-- The Lindblad generator damps the coherence between levels `a` and `b` at the rate
`‖z a - z b‖²`. -/
theorem dephasingGenerator_apply [DecidableEq ι] (e : OrthonormalBasis κ ℝ E) (z : ι → E)
    (ρ : Matrix ι ι ℂ) (a b : ι) :
    dephasingGenerator e z ρ a b = -((‖z a - z b‖ ^ 2 : ℝ) : ℂ) * ρ a b := by
  -- Parseval's identity for the difference vector
  have hs : ‖z a - z b‖ ^ 2 = ∑ k, (inner ℝ (e k) (z a) - inner ℝ (e k) (z b)) ^ 2 := by
    rw [← real_inner_self_eq_norm_sq, ← e.sum_inner_mul_inner (z a - z b) (z a - z b)]
    refine Finset.sum_congr rfl fun k _ => ?_
    rw [real_inner_comm (e k) (z a - z b), inner_sub_right]
    ring
  rw [hs, Complex.ofReal_sum, ← Finset.sum_neg_distrib, Finset.sum_mul]
  simp only [dephasingGenerator, jump, Matrix.sum_apply, Matrix.sub_apply, Matrix.smul_apply,
    Matrix.mul_diagonal, Matrix.diagonal_mul, smul_eq_mul]
  refine Finset.sum_congr rfl fun k _ => ?_
  push_cast
  ring
```

## (b) The master equation

**Task.** Show that, for every real $t$,
$$\frac{d}{dt}(\mathcal D_t\rho)_{ab}=(\mathcal L\,\mathcal D_t\rho)_{ab}.$$

**Solution.** Differentiating the exponential gives $-\|z_a-z_b\|^2\exp(-t\|z_a-z_b\|^2)\rho_{ab}$. By (a), applied to $\mathcal D_t\rho$, this is the right-hand side. At $t=0$ the factor is one, so the solution starts from $\rho$.

`HasDerivAt` says that the derivative exists and has the stated value. The matrix $\rho$ is arbitrary here.

```lean
/-- Every entry of the dephased matrix obeys the Lindblad master equation with diagonal jump
operators. -/
theorem dephase_master_equation [DecidableEq ι] (e : OrthonormalBasis κ ℝ E) (z : ι → E)
    (ρ : Matrix ι ι ℂ) (t : ℝ) (a b : ι) :
    HasDerivAt (fun s : ℝ => dephase z s ρ a b)
      (dephasingGenerator e z (dephase z t ρ) a b) t := by
  have h := ((hasDerivAt_neg t).mul_const (‖z a - z b‖ ^ 2)).exp
  refine (h.ofReal_comp.mul_const (ρ a b)).congr_deriv ?_
  rw [dephasingGenerator_apply]
  simp only [dephase, Matrix.of_apply]
  push_cast
  ring
```

## (c) Rescaling the levels

**Task.** Let $\rho$ be positive semidefinite and $v_a$ real. Show that
$$\bigl(v_av_b\,\rho_{ab}\bigr)_{ab}\ \text{is positive semidefinite.}$$

**Solution.** With $V=\mathrm{diag}(v_a)$ the matrix is $V\rho V$. It is Hermitian, and $x^\dagger V\rho Vx=(Vx)^\dagger\rho(Vx)\ge0$ for every complex vector $x$.

`PosSemidef` means exactly these two properties, with no condition on the trace. Mathlib supplies the congruence, and the proof compares entries.

```lean
/-- Multiplying each entry `ρ a b` of a positive semidefinite matrix by `v a * v b`, with `v`
real, leaves it positive semidefinite. -/
theorem posSemidef_rescale (v : ι → ℝ) {ρ : Matrix ι ι ℂ} (hρ : ρ.PosSemidef) :
    (Matrix.of fun a b => ((v a * v b : ℝ) : ℂ) * ρ a b).PosSemidef := by
  classical
  convert hρ.conjTranspose_mul_mul_same (Matrix.diagonal fun a => (v a : ℂ)) using 1
  ext a b
  simp [Matrix.diagonal_conjTranspose, Matrix.mul_diagonal, Matrix.diagonal_mul]
  ring
```

## (d) Repeated short steps

**Task.** For $c\ge0$, $\rho$ positive semidefinite and $n=0,1,2,\dots$, show that
$$M^{(n)}_{ab}=(1+c\langle z_a,z_b\rangle)^n\rho_{ab}\ \text{is positive semidefinite.}$$

**Solution.** For $n=0$ the matrix is $\rho$. For the next step, set $v^k_a=\sqrt c\,\langle z_a,e_k\rangle$. Expanding the inner product in the basis gives
$$c\langle z_a,z_b\rangle=\sum_k v^k_av^k_b,\qquad M^{(n+1)}_{ab}=M^{(n)}_{ab}+\sum_k v^k_av^k_b\,M^{(n)}_{ab}.$$
Each term of the sum is positive semidefinite by (c), and so is the total.

The induction follows this line: `key` is the expansion, `hadd` says that a finite sum of positive semidefinite matrices is positive semidefinite, and `ih` is the statement for $n$. Finite dimension supplies the finite basis.

```lean
/-- Repeated short steps, each multiplying `ρ a b` by `1 + c ⟨z a, z b⟩` with `c ≥ 0`, keep a
positive semidefinite matrix positive semidefinite. -/
theorem posSemidef_steps [FiniteDimensional ℝ E] (z : ι → E) {c : ℝ} (hc : 0 ≤ c)
    {ρ : Matrix ι ι ℂ} (hρ : ρ.PosSemidef) (n : ℕ) :
    (Matrix.of fun a b => (((1 + c * inner ℝ (z a) (z b)) ^ n : ℝ) : ℂ) * ρ a b).PosSemidef := by
  induction n with
  | zero =>
    convert hρ using 1
    ext a b
    simp
  | succ n ih =>
    have e := stdOrthonormalBasis ℝ E
    have hadd : ∀ F : Fin (Module.finrank ℝ E) → Matrix ι ι ℂ,
        (∀ k, (F k).PosSemidef) → (∑ k, F k).PosSemidef := fun F hF =>
      Finset.sum_induction F (fun M : Matrix ι ι ℂ => M.PosSemidef)
        (fun _ _ h₁ h₂ => h₁.add h₂) Matrix.PosSemidef.zero (fun k _ => hF k)
    -- one more step adds a sum of diagonal congruences
    have hsum := hadd _ fun k => posSemidef_rescale (fun a => √c * inner ℝ (z a) (e k)) ih
    have key : ∀ a b, c * inner ℝ (z a) (z b)
        = ∑ k, √c * inner ℝ (z a) (e k) * (√c * inner ℝ (z b) (e k)) := by
      intro a b
      rw [← e.sum_inner_mul_inner (z a) (z b), Finset.mul_sum]
      refine Finset.sum_congr rfl fun k _ => ?_
      rw [real_inner_comm (z b) (e k)]
      linear_combination
        (-(inner ℝ (z a) (e k) * inner ℝ (z b) (e k))) * Real.mul_self_sqrt hc
    convert ih.add hsum using 1
    ext a b
    simp only [Matrix.add_apply, Matrix.sum_apply, Matrix.of_apply]
    rw [← Finset.sum_mul, ← Complex.ofReal_sum, ← key a b]
    push_cast
    ring
```

## (e) Passing to the limit

**Task.** Let $M_n$ be positive semidefinite matrices whose entries converge to those of $L$. Show that
$$L=L^\dagger,\qquad x^\dagger Lx\ge0\ \text{ for all }x.$$

**Solution.** Taking the limit of $(M_n)_{ab}=\overline{(M_n)_{ba}}$ gives $L_{ab}=\overline{L_{ba}}$. The form $x^\dagger M_nx$ is a finite sum of entries with fixed coefficients, so it converges to $x^\dagger Lx$, and a limit of non-negative numbers is non-negative.

In Lean, $0\le w$ for a complex number $w$ means that its real part is non-negative and its imaginary part zero. The last two bullets treat these parts in turn.

```lean
/-- An entrywise limit of positive semidefinite matrices is positive semidefinite. -/
theorem posSemidef_of_tendsto {M : ℕ → Matrix ι ι ℂ} {L : Matrix ι ι ℂ}
    (hM : ∀ n, (M n).PosSemidef)
    (h : ∀ a b, Tendsto (fun n => M n a b) atTop (𝓝 (L a b))) : L.PosSemidef := by
  rw [Matrix.posSemidef_iff_dotProduct_mulVec]
  constructor
  · refine Matrix.IsHermitian.ext fun a b => ?_
    refine tendsto_nhds_unique ((h b a).star) ((h a b).congr fun n => ?_)
    exact ((hM n).isHermitian.apply a b).symm
  · intro x
    have hq : Tendsto (fun n => star x ⬝ᵥ (M n *ᵥ x)) atTop (𝓝 (star x ⬝ᵥ (L *ᵥ x))) := by
      simp only [dotProduct, Matrix.mulVec]
      exact tendsto_finsetSum _ fun a _ =>
        (tendsto_finsetSum _ fun b _ => (h a b).mul_const (x b)).const_mul (star x a)
    have hn := fun n => Complex.nonneg_iff.1 ((hM n).dotProduct_mulVec_nonneg x)
    refine Complex.nonneg_iff.2 ⟨?_, ?_⟩
    · exact ge_of_tendsto' ((Complex.continuous_re.tendsto _).comp hq) fun n => (hn n).1
    · exact tendsto_nhds_unique (tendsto_const_nhds.congr fun n => (hn n).2)
        ((Complex.continuous_im.tendsto _).comp hq)
```

## (f) Positivity and trace under dephasing

**Task.** For $t\ge0$ and $\rho$ positive semidefinite, show that
$$\mathcal D_t\rho\ \text{is positive semidefinite},\qquad \operatorname{tr}\mathcal D_t\rho=\operatorname{tr}\rho.$$

**Solution.** Expanding the squared distance gives
$$\exp(-t\|z_a-z_b\|^2)=\exp(-t\|z_a\|^2)\,\exp(-t\|z_b\|^2)\,\exp(2t\langle z_a,z_b\rangle).$$
The last factor is the limit of $(1+2t\langle z_a,z_b\rangle/n)^n$. By (d) with $c=2t/n$, followed by (e), multiplying $\rho_{ab}$ by it keeps positivity. The other two factors have the form $v_av_b$ and are handled by (c). On the diagonal $\|z_a-z_a\|=0$, so the populations and the trace are unchanged.

The intermediate result `hexp` is the matrix with the factor $\exp(2t\langle z_a,z_b\rangle)$.

```lean
/-- Gaussian dephasing for a time `t ≥ 0` turns a positive semidefinite matrix into a positive
semidefinite matrix with the same trace. -/
theorem dephase_posSemidef_and_trace [FiniteDimensional ℝ E] (z : ι → E) {t : ℝ} (ht : 0 ≤ t)
    {ρ : Matrix ι ι ℂ} (hρ : ρ.PosSemidef) :
    (dephase z t ρ).PosSemidef ∧ (dephase z t ρ).trace = ρ.trace := by
  refine ⟨?_, by simp [dephase, Matrix.trace]⟩
  -- infinitely many short steps give the factor exp (2t ⟨z a, z b⟩)
  have hexp : (Matrix.of fun a b =>
      ((Real.exp (2 * t * inner ℝ (z a) (z b)) : ℝ) : ℂ) * ρ a b).PosSemidef := by
    refine posSemidef_of_tendsto
      (fun n : ℕ => posSemidef_steps z (c := 2 * t / n) (by positivity) hρ n) fun a b => ?_
    have h := Real.tendsto_one_add_div_pow_exp (2 * t * inner ℝ (z a) (z b))
    refine (((Complex.continuous_ofReal.tendsto _).comp h).mul_const (ρ a b)).congr fun n => ?_
    simp only [Function.comp_apply, Matrix.of_apply]
    rw [div_mul_eq_mul_div]
  -- a diagonal congruence supplies the remaining factors
  convert posSemidef_rescale (fun a => Real.exp (-t * ‖z a‖ ^ 2)) hexp using 1
  ext a b
  simp only [dephase, Matrix.of_apply]
  rw [← mul_assoc, ← Complex.ofReal_mul, ← Real.exp_add, ← Real.exp_add, norm_sub_sq_real]
  congr 3
  ring
```

**A three-level instance.** Take $z=0,1,2$ on the real line, $t=\ln2$, and all $\rho_{ab}=\tfrac13$. Then
$$\mathcal D_t\rho=\frac13\begin{pmatrix}1&\tfrac12&\tfrac1{16}\\ \tfrac12&1&\tfrac12\\ \tfrac1{16}&\tfrac12&1\end{pmatrix}.$$
The leading minors of the bracketed matrix are $1$, $\tfrac34$ and $\tfrac{135}{256}$, all positive, and the trace of $\mathcal D_t\rho$ is $1$. Damping alone would not ensure this: with factors $0.9$, $0.9$ and $0.1$ in place of $\tfrac12$, $\tfrac12$ and $\tfrac1{16}$, the determinant of the bracketed matrix is $-0.468$.

**Long times.** As $t\to\infty$, coherences between levels with different vectors vanish, while those between levels with equal vectors survive unchanged.

## (g) An entangled spectator

**Task.** Let $\rho$ be a positive semidefinite joint matrix of the system and a finite-dimensional spectator, with indices $p=(p_1,p_2)$ and $q=(q_1,q_2)$. For $t\ge0$, show that
$$\bigl(\exp(-t\|z_{p_1}-z_{q_1}\|^2)\,\rho_{pq}\bigr)_{pq}\ \text{is positive semidefinite.}$$

**Solution.** Give the joint level $p$ the vector $z_{p_1}$, whatever the spectator's state $p_2$, and apply (f). Since the spectator may have any finite size, this is complete positivity of $\mathcal D_t$.

The type `κ` now labels the spectator's states, and `p.1` is the system's level.

```lean
/-- Dephasing of one subsystem for a time `t ≥ 0` keeps a positive semidefinite joint matrix of
that subsystem and a finite-dimensional spectator positive semidefinite. -/
theorem dephase_with_spectator [FiniteDimensional ℝ E] (z : ι → E) {t : ℝ} (ht : 0 ≤ t)
    {ρ : Matrix (ι × κ) (ι × κ) ℂ} (hρ : ρ.PosSemidef) :
    (Matrix.of fun p q : ι × κ =>
      ((Real.exp (-t * ‖z p.1 - z q.1‖ ^ 2) : ℝ) : ℂ) * ρ p q).PosSemidef :=
  (dephase_posSemidef_and_trace (fun p : ι × κ => z p.1) ht hρ).1
```

## (h) The direction of time

**Task.** Suppose that two levels $a,b$ have $z_a\ne z_b$. Show that
$$\mathcal D_t\ \text{preserves positive semidefiniteness of all matrices}\iff t\ge0.$$

**Solution.** Part (f) gives one direction. For the other, let $t<0$ and take the uniform superposition of all $N$ levels, with $\rho_{ij}=1/N$. Put $g=\exp(-t\|z_a-z_b\|^2)$, which exceeds one. The block of $\mathcal D_t\rho$ on levels $a,b$ has determinant
$$\frac{1-g^2}{N^2}<0,$$
whereas every such block of a positive semidefinite matrix has a non-negative determinant. Backward evolution of this superposition thus yields a matrix that is not a state.

The code uses the unnormalised matrix of ones, which `hone` shows to be positive semidefinite. After dephasing, its block on levels $a,b$ has determinant $1-g^2$, as computed in `hd`. The inequality $g>1$ is `hgrow`, and `nlinarith` derives the contradiction. If all the vectors coincide, $\mathcal D_t$ is the identity for every $t$, which is why two different vectors are assumed.

```lean
/-- If two levels have different vectors, Gaussian dephasing preserves positive semidefiniteness
of all matrices exactly when `t ≥ 0`. -/
theorem dephase_positive_iff [FiniteDimensional ℝ E] (z : ι → E) {a b : ι} (hab : z a ≠ z b)
    (t : ℝ) :
    (∀ ρ : Matrix ι ι ℂ, ρ.PosSemidef → (dephase z t ρ).PosSemidef) ↔ 0 ≤ t := by
  refine ⟨fun h => ?_, fun ht ρ hρ => (dephase_posSemidef_and_trace z ht hρ).1⟩
  by_contra hneg
  have ht : t < 0 := not_le.1 hneg
  -- test on the matrix of ones, an unnormalised uniform superposition
  have hone : (Matrix.of fun _ _ : ι => (1 : ℂ)).PosSemidef := by
    convert Matrix.posSemidef_conjTranspose_mul_self
      (Matrix.of fun (_ : Fin 1) (_ : ι) => (1 : ℂ)) using 1
    ext i j
    simp [Matrix.mul_apply]
  have hdet := ((h _ hone).submatrix ![a, b]).det_nonneg
  have hd : ((dephase z t (Matrix.of fun _ _ : ι => (1 : ℂ))).submatrix ![a, b] ![a, b]).det
      = ((1 - Real.exp (-t * ‖z a - z b‖ ^ 2) ^ 2 : ℝ) : ℂ) := by
    rw [Matrix.det_fin_two]
    simp [dephase, norm_sub_rev (z b) (z a)]
    ring
  rw [hd] at hdet
  have hreal := Complex.zero_le_real.1 hdet
  have hgrow : 1 < Real.exp (-t * ‖z a - z b‖ ^ 2) :=
    Real.one_lt_exp_iff.2
      (mul_pos (neg_pos.2 ht) (pow_pos (norm_pos_iff.2 (sub_ne_zero.2 hab)) 2))
  nlinarith

end

end GaussianDephasing
```

```lean
#print axioms GaussianDephasing.dephase_master_equation
-- 'GaussianDephasing.dephase_master_equation' depends on axioms: [propext, Classical.choice, Quot.sound]
#print axioms GaussianDephasing.dephase_with_spectator
-- 'GaussianDephasing.dephase_with_spectator' depends on axioms: [propext, Classical.choice, Quot.sound]
#print axioms GaussianDephasing.dephase_positive_iff
-- 'GaussianDephasing.dephase_positive_iff' depends on axioms: [propext, Classical.choice, Quot.sound]
```
